# Halving one of two orthonormal basis vectors removes its direction at an overlap threshold of 1/2

When a basis is truncated by its overlap matrix, only combinations belonging to eigenvalues above a threshold are kept. The theorem takes the two standard unit vectors of ℂ², halves the second, and says that the space kept at threshold 1/2 is the line spanned by (1, 0). The halved vector is unnormalised, with squared norm 1/4, so the overlap matrix is diag(1, 1/4); with both vectors normalised it would be the identity, and the whole plane would be kept. The proof shows two inclusions: an eigenvector with eigenvalue s > 1/2 must have second component zero, because (s − 1/4) times that component vanishes, and conversely (1, 0) is an eigenvector with eigenvalue 1.

As first written in Lean, the proof fails:

```lean
import Mathlib

open Matrix

namespace ThresholdTruncation

noncomputable section

variable {m n : Type*} [Fintype m] [Fintype n]

/-- The retained space: the span of all `B u` with `u` an eigenvector of the overlap matrix
`Bᴴ B` whose eigenvalue exceeds the threshold `τ`. -/
def retained (B : Matrix m n ℂ) (τ : ℝ) : Submodule ℂ (m → ℂ) :=
  Submodule.span ℂ {v | ∃ (u : n → ℂ) (s : ℝ),
    τ < s ∧ (Bᴴ * B) *ᵥ u = (s : ℂ) • u ∧ v = B *ᵥ u}

/-- The diagonal rescaling that halves the second of two columns. -/
def halveSecond : Matrix (Fin 2) (Fin 2) ℂ := Matrix.diagonal ![1, 1 / 2]

/-- After the second column of the 2 by 2 identity is halved, the space retained at threshold
1/2 is the first coordinate axis. -/
theorem retained_halveSecond :
    retained ((1 : Matrix (Fin 2) (Fin 2) ℂ) * halveSecond) (1 / 2) =
      Submodule.span ℂ {![1, 0]} := by
  have hS : halveSecondᴴ * halveSecond = Matrix.diagonal ![1, 1 / 4] := by
    rw [halveSecond, Matrix.diagonal_conjTranspose, Matrix.diagonal_mul_diagonal]
    congr 1
    ext i
    fin_cases i <;> simp <;> norm_num
  rw [Matrix.one_mul]
  apply le_antisymm
  · refine Submodule.span_le.2 ?_
    rintro v ⟨u, s, hs, hu, rfl⟩
    rw [hS] at hu
    have h1 : (1 / 4 : ℂ) * u 1 = s * u 1 := by
      have h := congrFun hu 1
      rw [Matrix.mulVec_diagonal] at h
      exact h
    have hne : (s : ℂ) - 1 / 4 ≠ 0 := by
      intro h'
      have h2 : s - 1 / 4 = 0 := by exact_mod_cast h'
      linarith
    have hu1 : u 1 = 0 :=
      (mul_eq_zero.1 (by linear_combination -h1 :
        ((s : ℂ) - 1 / 4) * u 1 = 0)).resolve_left hne
    refine Submodule.mem_span_singleton.2 ⟨u 0, ?_⟩
    ext i
    rw [halveSecond, Matrix.mulVec_diagonal]
    fin_cases i <;> simp [hu1]
  · refine Submodule.span_le.2 (Set.singleton_subset_iff.2 (Submodule.subset_span ?_))
    refine ⟨![1, 0], 1, by norm_num, ?_, ?_⟩
    · rw [hS]
      ext i
      rw [Matrix.mulVec_diagonal]
      fin_cases i <;> simp
    · ext i
      rw [halveSecond, Matrix.mulVec_diagonal]
      fin_cases i <;> simp

end

end ThresholdTruncation
```

Lean reports:

```
Main.lean:41:36: error: mod_cast has type
  ↑s - 1 / 4 = 0
but is expected to have type
  s - 1 / 4 = 0
```

The error is in the step showing that s − 1/4 is nonzero in ℂ. The hypothesis `h'` is an equation in ℂ, with the real number `s` cast to ℂ, and `exact_mod_cast` was to turn it into the same equation in ℝ. The message shows that the cast on `s` stayed where it was. To lift it out of the subtraction, Lean needed 1/4 as a cast real number too, but the complex quotient `1 / 4` contains only numerals, and nothing in it led the cast simplifier to read it as a real quotient.

The repair writes that cast explicitly. In `h3` the right-hand side is the real number 1/4 cast to ℂ; `push_cast` turns it into the complex quotient, and `linear_combination h'` proves the equation. `Complex.ofReal_injective` then gives `s = 1 / 4` in ℝ, which `linarith` refutes using s > 1/2.

Moving `norm_num` to its own line in the proof of `hS` is mere tidying.

Fix (accepted with no message):

```diff
@@ -27,5 +27,6 @@
     congr 1
     ext i
-    fin_cases i <;> simp <;> norm_num
+    fin_cases i <;> simp
+    norm_num
   rw [Matrix.one_mul]
   apply le_antisymm
@@ -39,5 +40,8 @@
     have hne : (s : ℂ) - 1 / 4 ≠ 0 := by
       intro h'
-      have h2 : s - 1 / 4 = 0 := by exact_mod_cast h'
+      have h3 : (s : ℂ) = ((1 / 4 : ℝ) : ℂ) := by
+        push_cast
+        linear_combination h'
+      have h2 : s = 1 / 4 := Complex.ofReal_injective h3
       linarith
     have hu1 : u 1 = 0 :=
```
